# The 1/q² tail of the exchange-correlation kernel from the long-wavelength dielectric function, without local fields

The theorem `kernel_tail` concerns real functions of a wavenumber q, in atomic units and without local fields: a response `chi0`, an exchange-correlation kernel `f`, and an irreducible response `P` that solves the Dyson equation `P = chi0 + chi0 f P` at every q > 0. If `chi0 q / q ^ 2` tends to `-a` with `a ≠ 0`, and the dielectric function 1 − (4π/q²)P(q) tends to `eps ≠ 1`, both as q → 0 from above, then q² f(q) tends to 4π/(`eps` − 1) − 1/`a`. The attempt first finds the limit of an expression built from the dielectric function and `chi0`, and puts its value into the stated form. It then inverts the Dyson equation to show that this expression equals q² f(q) for small positive q.

As first written in Lean, the proof fails:

```lean
import Mathlib

open Filter Topology
open scoped Real

namespace LongRangeKernel

noncomputable section

/-- The irreducible response `P` solves the Dyson equation `P = chi0 + chi0 f P` with
exchange-correlation kernel `f` at every wavenumber `q > 0`. -/
def IsDysonResponse (chi0 f P : ℝ → ℝ) : Prop :=
  ∀ q, 0 < q → P q = chi0 q + chi0 q * f q * P q

/-- The dielectric function `1 - (4π/q²) P(q)` in atomic units, without local fields. -/
def dielectric (P : ℝ → ℝ) (q : ℝ) : ℝ := 1 - 4 * π / q ^ 2 * P q

/-- The kernel is the difference of the inverse responses, `f = 1/c - 1/p`. -/
theorem kernel_eq_inverse_difference {c f p : ℝ} (hc : c ≠ 0) (h : p = c + c * f * p) :
    p ≠ 0 ∧ f = 1 / c - 1 / p := by
  have hp : p ≠ 0 := by
    intro h0
    rw [h0, mul_zero, add_zero] at h
    exact hc h.symm
  refine ⟨hp, ?_⟩
  have h2 : f * (c * p) = p - c := by linear_combination -h
  have h3 : f = (p - c) / (c * p) := (eq_div_iff (mul_ne_zero hc hp)).2 h2
  rw [h3]
  field_simp

/-- If `chi0/q²` tends to `-a` and the dielectric function tends to `eps ≠ 1` as `q → 0+`,
then `q² f(q)` tends to `4π/(eps - 1) - 1/a`. -/
theorem kernel_tail {chi0 f P : ℝ → ℝ} {a eps : ℝ} (hD : IsDysonResponse chi0 f P)
    (ha : a ≠ 0) (h0 : Tendsto (fun q => chi0 q / q ^ 2) (𝓝[>] 0) (𝓝 (-a)))
    (he : Tendsto (dielectric P) (𝓝[>] 0) (𝓝 eps)) (h1 : eps ≠ 1) :
    Tendsto (fun q => q ^ 2 * f q) (𝓝[>] 0) (𝓝 (4 * π / (eps - 1) - 1 / a)) := by
  have lim : Tendsto (fun q => 4 * π / (dielectric P q - 1) + (chi0 q / q ^ 2)⁻¹)
      (𝓝[>] 0) (𝓝 (4 * π / (eps - 1) + (-a)⁻¹)) :=
    (tendsto_const_nhds.div (he.sub_const 1) (sub_ne_zero.2 h1)).add
      (h0.inv₀ (neg_ne_zero.2 ha))
  have hval : 4 * π / (eps - 1) + (-a)⁻¹ = 4 * π / (eps - 1) - 1 / a := by
    rw [inv_neg, one_div, sub_eq_add_neg]
  rw [hval] at lim
  refine Tendsto.congr' ?_ lim
  -- near q = 0 the response chi0 does not vanish, so the Dyson equation can be inverted
  filter_upwards [self_mem_nhdsWithin, h0.eventually_ne (neg_ne_zero.2 ha)] with q hq hne
  have hq0 : q ≠ 0 := ne_of_gt hq
  have hc : chi0 q ≠ 0 := by
    intro h
    exact hne (by rw [h, zero_div])
  obtain ⟨hp, hf⟩ := kernel_eq_inverse_difference hc (hD q hq)
  have e : dielectric P q - 1 = -(4 * π * P q / q ^ 2) := by
    unfold dielectric
    ring
  have e2 : 4 * π / (-(4 * π * P q / q ^ 2)) = -(q ^ 2 / P q) := by
    have hpi : π ≠ 0 := Real.pi_ne_zero
    field_simp
  rw [e, e2, hf, inv_div]
  ring

end

end LongRangeKernel
```

The error:

```
Main.lean:41:72: error: unsolved goals
chi0 f P : ℝ → ℝ
a eps : ℝ
hD : IsDysonResponse chi0 f P
ha : a ≠ 0
h0 : Tendsto (fun q => chi0 q / q ^ 2) (𝓝[>] 0) (𝓝 (-a))
he : Tendsto (dielectric P) (𝓝[>] 0) (𝓝 eps)
h1 : eps ≠ 1
lim : Tendsto (fun q => 4 * π / (dielectric P q - 1) + (chi0 q / q ^ 2)⁻¹) (𝓝[>] 0) (𝓝 (4 * π / (eps - 1) + (-a)⁻¹))
⊢ 4 * π / (eps + -1) + -a⁻¹ = 4 * π / (eps + -1) - a⁻¹
```

Diagnosis. The error is in `hval`, the small identity that puts the limit into the stated form. After `inv_neg` and `one_div`, what is left to prove is that adding `-a⁻¹` on the left is the same as subtracting `a⁻¹` on the right. The last rewrite, `sub_eq_add_neg`, was meant to turn that subtraction into an addition. But `rw` settles on one instance of its pattern and rewrites only the copies of that instance, and here it settled on `eps - 1`. The message shows the result: `eps + -1` in both denominators, and the outer subtraction on the right untouched. The two sides still differ in form, so the closing `rfl` that `rw` tries does not prove the goal.

The repair runs the lemma backwards. `← sub_eq_add_neg` looks for a sum whose second term is a negation, which `eps - 1` is not, and finds the whole left side. That becomes `4 * π / (eps - 1) - a⁻¹`, the same as the right side, and `rw` closes the goal.

As a diff, the version that Lean accepts:

```diff
@@ -40,5 +40,5 @@
       (h0.inv₀ (neg_ne_zero.2 ha))
   have hval : 4 * π / (eps - 1) + (-a)⁻¹ = 4 * π / (eps - 1) - 1 / a := by
-    rw [inv_neg, one_div, sub_eq_add_neg]
+    rw [inv_neg, one_div, ← sub_eq_add_neg]
   rw [hval] at lim
   refine Tendsto.congr' ?_ lim
```
